# Two spinodal intervals from a purely quadratic Redlich–Kister term when $C > 48kT/25$

A homogeneous binary solution is locally unstable against small changes of composition where its free energy of mixing curves downwards. To state this formally, one can either enter a formula for the curvature as a definition or take the second derivative of the free energy itself. The Lean file below does the latter, so the formula that a code would evaluate is a theorem about the free energy.

## The curvature as a square plus a constant

Let $x$ be the mole fraction of one component, $T$ the temperature, $k$ Boltzmann's constant and $C$ an energy per particle. The free energy of mixing is

$$G(x) = C\,x(1-x)(1-2x)^2 + kT\,[x\ln x + (1-x)\ln(1-x)].$$

The second term is the ideal mixing entropy times $-T$. The first is the quadratic term of the Redlich–Kister expansion of the excess free energy, whose coefficient is usually written $L_2$ and is called $C$ here. The constant and linear terms of the expansion are absent. With molar energies, $kT$ becomes $RT$.

For $0<x<1$,

$$x(1-x)\,G''(x) = 3C\left((1-2x)^2-\tfrac{7}{12}\right)^2 + kT - \tfrac{25}{48}C .$$

For $C>0$ it follows that $G''\ge 0$ on the whole of $(0,1)$ exactly when $C\le 48kT/25$. For $kT>0$ and a larger $C$, the curvature is negative on two separate intervals, one on each side of $x=1/2$, and positive at $x=1/2$.

## Stability checks in phase-field and phase-diagram codes

The sign of $G''$ tells whether a uniform starting composition of a phase-field simulation lies in the spinodal region, and a phase-diagram code may use it to choose starting points for a miscibility-gap search. For a mean-field solution with this single excess coefficient and $C>0$, a check at $x=1/2$ alone cannot detect an instability: the curvature there is $2C+4kT$, which is positive for every positive $C$ and $T$. When $C>48kT/25$, a routine that expects one unstable interval around the middle of the composition range also has the wrong topology. The closed-form interval ends derived below can serve as reference values for a numerical spinodal finder.

## From the free energy to the interval ends

Write $u=1-2x$, so that $x(1-x)=(1-u^2)/4$ and $d/dx=-2\,d/du$. The excess term is $C(u^2-u^4)/4$, and its first derivative in $x$ is

$$-2\cdot\frac{C}{4}(2u-4u^3)=C\,u(2u^2-1).$$

The ideal term contributes $kT[\ln x-\ln(1-x)]$, since the two constants from the product rule cancel. Differentiating again gives

$$G''(x)=2C(1-6u^2)+kT\left(\frac1x+\frac1{1-x}\right)=2C(1-6u^2)+\frac{kT}{x(1-x)}.$$

Now multiply by $x(1-x)$ and set $q=u^2$:

$$x(1-x)G''=\frac C2(1-q)(1-6q)+kT=3C\left(q^2-\frac76q+\frac16\right)+kT.$$

Completing the square replaces the bracket by $(q-7/12)^2-25/144$, which gives the identity above.

For $C>0$ the right-hand side is smallest at $q=7/12$, a value reached inside $(0,1)$ at $x=(1\pm\sqrt{7/12})/2$. Its minimum is $kT-25C/48$. Because $x(1-x)>0$, the curvature is nonnegative everywhere exactly when this minimum is nonnegative, which is the condition $C\le48kT/25$. At equality with $kT>0$, the curvature vanishes only at these two compositions.

Let $kT>0$ and $C>48kT/25$, and define $s=\sqrt{25-48kT/C}$, so that $0<s<5$. Then $G''<0$ is equivalent to

$$\left(q-\frac7{12}\right)^2<\frac{s^2}{144},\qquad\text{that is,}\qquad \frac{7-s}{12}<q<\frac{7+s}{12}.$$

With $a=\sqrt{(7-s)/12}$ and $b=\sqrt{(7+s)/12}$, this reads $a<|1-2x|<b$, where $0<a<b<1$. Resolving the absolute value gives the two intervals

$$\left(\frac{1-b}2,\frac{1-a}2\right)\quad\text{and}\quad\left(\frac{1+a}2,\frac{1+b}2\right).$$

They are nonempty because $a<b$, lie inside $(0,1)$ because $b<1$, and are disjoint because $a>0$. The map $x\mapsto1-x$ exchanges them.

## The Lean file

```lean
import Mathlib

open Set Topology

namespace RedlichKisterTwoSpinodals

noncomputable section

/-- Free energy of mixing at composition `x` in `(0,1)`: the quadratic Redlich-Kister term
with coefficient `C`, plus the ideal mixing term at thermal energy `kT`. -/
def freeEnergy (C kT x : ℝ) : ℝ :=
  C * x * (1 - x) * (1 - 2 * x) ^ 2
    + kT * (x * Real.log x + (1 - x) * Real.log (1 - x))

/-- The exchange potential at composition `x` in `(0,1)`, in closed form. -/
def exchangePotential (C kT x : ℝ) : ℝ :=
  C * (1 - 2 * x) * (2 * (1 - 2 * x) ^ 2 - 1) + kT * (Real.log x - Real.log (1 - x))

/-- The curvature of the free energy: its second derivative in the composition. -/
def curvature (C kT x : ℝ) : ℝ := deriv (deriv (freeEnergy C kT)) x

/-- The spinodal region: the compositions in `(0,1)` where the curvature is negative. -/
def spinodalRegion (C kT : ℝ) : Set ℝ := {x | x ∈ Ioo (0 : ℝ) 1 ∧ curvature C kT x < 0}

/-- The root `√(25 - 48 kT / C)` that sets the width of the spinodal intervals,
for `C > 0` and `48 kT ≤ 25 C`. -/
def spread (C kT : ℝ) : ℝ := √(25 - 48 * kT / C)

/-- The smaller value of `|1 - 2x|` on the spinodal, for `0 < kT` and `48 kT / 25 < C`. -/
def innerEdge (C kT : ℝ) : ℝ := √((7 - spread C kT) / 12)

/-- The larger value of `|1 - 2x|` on the spinodal, for `0 < kT` and `48 kT / 25 < C`. -/
def outerEdge (C kT : ℝ) : ℝ := √((7 + spread C kT) / 12)

/-- The interval between the spinodal edges on the side `x < 1/2`,
for `0 < kT` and `48 kT / 25 < C`. -/
def lowerSpinodal (C kT : ℝ) : Set ℝ := Ioo ((1 - outerEdge C kT) / 2) ((1 - innerEdge C kT) / 2)

/-- The interval between the spinodal edges on the side `x > 1/2`,
for `0 < kT` and `48 kT / 25 < C`. -/
def upperSpinodal (C kT : ℝ) : Set ℝ := Ioo ((1 + innerEdge C kT) / 2) ((1 + outerEdge C kT) / 2)

variable {C kT x : ℝ}

/-- Inside `(0,1)` the exchange potential is the derivative of the free energy. -/
theorem hasDerivAt_freeEnergy (hx : x ∈ Ioo (0 : ℝ) 1) :
    HasDerivAt (freeEnergy C kT) (exchangePotential C kT x) x := by
  have h0 : x ≠ 0 := hx.1.ne'
  have h1 : 1 - x ≠ 0 := (sub_pos.2 hx.2).ne'
  have hs : HasDerivAt (fun y : ℝ => 1 - y) (-1) x := (hasDerivAt_id' x).const_sub 1
  have ht : HasDerivAt (fun y : ℝ => 1 - 2 * y) (-2) x :=
    (((hasDerivAt_id' x).const_mul (2 : ℝ)).const_sub 1).congr_deriv (by norm_num)
  have hl : HasDerivAt (fun y : ℝ => (1 - y) * Real.log (1 - y))
      ((Real.log (1 - x) + 1) * (-1)) x := (Real.hasDerivAt_mul_log h1).comp x hs
  have hp := (((hasDerivAt_id' x).const_mul C).fun_mul hs).fun_mul (ht.fun_pow 2)
  refine (hp.fun_add (((Real.hasDerivAt_mul_log h0).fun_add hl).const_mul kT)).congr_deriv ?_
  unfold exchangePotential
  push_cast
  ring

/-- Inside `(0,1)` the curvature is `2C(1 - 6(1-2x)²) + kT/(x(1-x))`. -/
theorem curvature_eq (hx : x ∈ Ioo (0 : ℝ) 1) :
    curvature C kT x = 2 * C * (1 - 6 * (1 - 2 * x) ^ 2) + kT / (x * (1 - x)) := by
  have h0 : x ≠ 0 := hx.1.ne'
  have h1 : 1 - x ≠ 0 := (sub_pos.2 hx.2).ne'
  -- near x the first derivative is the exchange potential
  have he : deriv (freeEnergy C kT) =ᶠ[𝓝 x] exchangePotential C kT := by
    filter_upwards [Ioo_mem_nhds hx.1 hx.2] with y hy
    exact (hasDerivAt_freeEnergy hy).deriv
  have hs : HasDerivAt (fun y : ℝ => 1 - y) (-1) x := (hasDerivAt_id' x).const_sub 1
  have ht : HasDerivAt (fun y : ℝ => 1 - 2 * y) (-2) x :=
    (((hasDerivAt_id' x).const_mul (2 : ℝ)).const_sub 1).congr_deriv (by norm_num)
  have hp := (ht.const_mul C).fun_mul (((ht.fun_pow 2).const_mul 2).sub_const 1)
  have hl := ((Real.hasDerivAt_log h0).fun_sub (hs.log h1)).const_mul kT
  have hk : x⁻¹ - -1 / (1 - x) = 1 / (x * (1 - x)) := by
    rw [inv_eq_one_div, div_sub_div _ _ h0 h1]
    congr 1
    ring
  have hd : HasDerivAt (exchangePotential C kT)
      (2 * C * (1 - 6 * (1 - 2 * x) ^ 2) + kT / (x * (1 - x))) x := by
    refine (hp.fun_add hl).congr_deriv ?_
    rw [hk]
    push_cast
    ring
  rw [curvature, he.deriv_eq]
  exact hd.deriv

/-- Inside `(0,1)` the curvature times `x(1-x)` is a square term in `(1-2x)² - 7/12`
plus the constant `kT - 25C/48`. -/
theorem curvature_square (hx : x ∈ Ioo (0 : ℝ) 1) :
    x * (1 - x) * curvature C kT x
      = 3 * C * ((1 - 2 * x) ^ 2 - 7 / 12) ^ 2 + (kT - 25 * C / 48) := by
  have hp : x * (1 - x) ≠ 0 := (mul_pos hx.1 (sub_pos.2 hx.2)).ne'
  have h : x * (1 - x) * (kT / (x * (1 - x))) = kT := mul_div_cancel₀ kT hp
  rw [curvature_eq hx, mul_add, h]
  ring

/-- For `C > 0` the curvature is nonnegative at every composition in `(0,1)` exactly when
`C ≤ 48 kT / 25`. -/
theorem stable_iff (hC : 0 < C) :
    (∀ x ∈ Ioo (0 : ℝ) 1, 0 ≤ curvature C kT x) ↔ C ≤ 48 * kT / 25 := by
  constructor
  · intro h
    -- test the composition with (1-2x)² = 7/12
    have hr : √(7 / 12 : ℝ) ^ 2 = 7 / 12 := Real.sq_sqrt (by norm_num)
    have hr0 : 0 < √(7 / 12 : ℝ) := Real.sqrt_pos.2 (by norm_num)
    have hr1 : √(7 / 12 : ℝ) < 1 := (Real.sqrt_lt' one_pos).2 (by norm_num)
    have hx : (1 - √(7 / 12 : ℝ)) / 2 ∈ Ioo (0 : ℝ) 1 := ⟨by linarith, by linarith⟩
    have h1 := mul_nonneg (mul_pos hx.1 (sub_pos.2 hx.2)).le (h _ hx)
    rw [curvature_square hx,
      show 1 - 2 * ((1 - √(7 / 12 : ℝ)) / 2) = √(7 / 12 : ℝ) by ring, hr] at h1
    linarith
  · intro h x hx
    by_contra hn
    have h1 := mul_neg_of_pos_of_neg (mul_pos hx.1 (sub_pos.2 hx.2)) (not_le.1 hn)
    rw [curvature_square hx] at h1
    have h2 := mul_nonneg hC.le (sq_nonneg ((1 - 2 * x) ^ 2 - 7 / 12))
    linarith

/-- At the threshold `C = 48 kT / 25` with `kT > 0`, the curvature vanishes at a composition
in `(0,1)` exactly when `(1-2x)² = 7/12`. -/
theorem threshold_compositions (hkT : 0 < kT) (hx : x ∈ Ioo (0 : ℝ) 1) :
    curvature (48 * kT / 25) kT x = 0 ↔ (1 - 2 * x) ^ 2 = 7 / 12 := by
  have hp : x * (1 - x) ≠ 0 := (mul_pos hx.1 (sub_pos.2 hx.2)).ne'
  have e := curvature_square (C := 48 * kT / 25) (kT := kT) hx
  constructor
  · intro h
    rw [h, mul_zero] at e
    have h1 : kT * ((1 - 2 * x) ^ 2 - 7 / 12) ^ 2 = 0 := by linarith
    have h2 := (mul_eq_zero.1 h1).resolve_left hkT.ne'
    exact sub_eq_zero.1 (pow_eq_zero_iff (two_ne_zero) |>.1 h2)
  · intro h
    rw [h] at e
    have h1 : x * (1 - x) * curvature (48 * kT / 25) kT x = 0 := by rw [e]; ring
    exact (mul_eq_zero.1 h1).resolve_left hp

/-- For `C ≥ 0` and `kT > 0`, every composition in `(0,1)` with `6(1-2x)² ≤ 1` has
positive curvature. -/
theorem stable_core (hC : 0 ≤ C) (hkT : 0 < kT) (hx : x ∈ Ioo (0 : ℝ) 1)
    (h : 6 * (1 - 2 * x) ^ 2 ≤ 1) : 0 < curvature C kT x := by
  rw [curvature_eq hx]
  have h1 : 0 < kT / (x * (1 - x)) := div_pos hkT (mul_pos hx.1 (sub_pos.2 hx.2))
  have h2 := mul_nonneg hC (sub_nonneg.2 h)
  linarith

/-- For `kT > 0` and `C > 48 kT / 25`, the root `spread` lies strictly between 0 and 5, and
its square times `C` is `25 C - 48 kT`. -/
theorem spread_spec (hkT : 0 < kT) (h : 48 * kT / 25 < C) :
    0 < spread C kT ∧ spread C kT < 5 ∧ C * spread C kT ^ 2 = 25 * C - 48 * kT := by
  have hC : 0 < C := by linarith
  have h1 : 48 * kT / C < 25 := by rw [div_lt_iff₀ hC]; linarith
  have h0 : 0 < 48 * kT / C := by positivity
  have h2 : C * (48 * kT / C) = 48 * kT := mul_div_cancel₀ _ hC.ne'
  refine ⟨Real.sqrt_pos.2 (by linarith), (Real.sqrt_lt' (by norm_num)).2 (by linarith), ?_⟩
  rw [spread, Real.sq_sqrt (by linarith), mul_sub, h2]
  ring

/-- For `kT > 0` and `C > 48 kT / 25`, a composition in `(0,1)` has negative curvature exactly
when `|1 - 2x|` lies strictly between the inner and the outer edge. -/
theorem curvature_neg_iff (hkT : 0 < kT) (h : 48 * kT / 25 < C) (hx : x ∈ Ioo (0 : ℝ) 1) :
    curvature C kT x < 0 ↔ innerEdge C kT < |1 - 2 * x| ∧ |1 - 2 * x| < outerEdge C kT := by
  obtain ⟨hs0, hs5, hs⟩ := spread_spec hkT h
  have hC : 0 < C := by linarith
  have hp : 0 < x * (1 - x) := mul_pos hx.1 (sub_pos.2 hx.2)
  have e := curvature_square (C := C) (kT := kT) hx
  -- pass from |1-2x| to its square
  rw [innerEdge, outerEdge, ← Real.sqrt_sq_eq_abs,
    Real.sqrt_lt_sqrt_iff (show (0 : ℝ) ≤ (7 - spread C kT) / 12 by linarith),
    Real.sqrt_lt_sqrt_iff (sq_nonneg (1 - 2 * x))]
  constructor
  · intro hn
    have h1 := mul_neg_of_pos_of_neg hp hn
    rw [e] at h1
    have h2 : ((1 - 2 * x) ^ 2 - 7 / 12) ^ 2 < (spread C kT / 12) ^ 2 :=
      lt_of_mul_lt_mul_left (a := C) (by linarith) hC.le
    have h3 := abs_lt.1 (abs_lt_of_sq_lt_sq h2 (by linarith))
    exact ⟨by linarith [h3.1], by linarith [h3.2]⟩
  · rintro ⟨ha, hb⟩
    by_contra hn
    have h1 := mul_nonneg hp.le (not_lt.1 hn)
    rw [e] at h1
    have h2 : ((1 - 2 * x) ^ 2 - 7 / 12) ^ 2 < (spread C kT / 12) ^ 2 :=
      sq_lt_sq' (by linarith) (by linarith)
    have h3 := mul_lt_mul_of_pos_left h2 hC
    linarith

/-- For `kT > 0` and `C > 48 kT / 25`, the spinodal region consists of two disjoint nonempty
open intervals that are mirror images under `x ↦ 1 - x`, and the curvature at `x = 1/2` is
positive. -/
theorem two_spinodal_regions (hkT : 0 < kT) (h : 48 * kT / 25 < C) :
    spinodalRegion C kT = lowerSpinodal C kT ∪ upperSpinodal C kT ∧
    (lowerSpinodal C kT).Nonempty ∧ (upperSpinodal C kT).Nonempty ∧
    Disjoint (lowerSpinodal C kT) (upperSpinodal C kT) ∧
    (∀ x, x ∈ lowerSpinodal C kT ↔ 1 - x ∈ upperSpinodal C kT) ∧
    0 < curvature C kT (1 / 2) := by
  obtain ⟨hs0, hs5, -⟩ := spread_spec hkT h
  -- the edges are ordered: 0 < inner < outer < 1
  have ha : 0 < innerEdge C kT := Real.sqrt_pos.2 (by linarith)
  have hab : innerEdge C kT < outerEdge C kT := Real.sqrt_lt_sqrt (by linarith) (by linarith)
  have hb : outerEdge C kT < 1 := (Real.sqrt_lt' one_pos).2 (by linarith)
  unfold lowerSpinodal upperSpinodal
  refine ⟨?_, nonempty_Ioo.2 (by linarith), nonempty_Ioo.2 (by linarith), ?_, ?_, ?_⟩
  · ext x
    constructor
    · rintro ⟨hx, hn⟩
      obtain ⟨h1, h2⟩ := (curvature_neg_iff hkT h hx).1 hn
      obtain ⟨h3, h4⟩ := abs_lt.1 h2
      rcases lt_abs.1 h1 with h5 | h5
      · exact Or.inl ⟨by linarith, by linarith⟩
      · exact Or.inr ⟨by linarith, by linarith⟩
    · rintro (⟨h1, h2⟩ | ⟨h1, h2⟩)
      · have hx : x ∈ Ioo (0 : ℝ) 1 := ⟨by linarith, by linarith⟩
        exact ⟨hx, (curvature_neg_iff hkT h hx).2
          ⟨lt_abs.2 (Or.inl (by linarith)), abs_lt.2 ⟨by linarith, by linarith⟩⟩⟩
      · have hx : x ∈ Ioo (0 : ℝ) 1 := ⟨by linarith, by linarith⟩
        exact ⟨hx, (curvature_neg_iff hkT h hx).2
          ⟨lt_abs.2 (Or.inr (by linarith)), abs_lt.2 ⟨by linarith, by linarith⟩⟩⟩
  · refine disjoint_left.2 ?_
    rintro x ⟨_, h1⟩ ⟨h2, _⟩
    linarith
  · intro x
    constructor
    · rintro ⟨h1, h2⟩
      exact ⟨by linarith, by linarith⟩
    · rintro ⟨h1, h2⟩
      exact ⟨by linarith, by linarith⟩
  · exact stable_core (by linarith) hkT ⟨by norm_num, by norm_num⟩ (by norm_num)

end

end RedlichKisterTwoSpinodals
```

```lean
#print axioms RedlichKisterTwoSpinodals.stable_iff
#print axioms RedlichKisterTwoSpinodals.threshold_compositions
#print axioms RedlichKisterTwoSpinodals.two_spinodal_regions
```

```
'RedlichKisterTwoSpinodals.stable_iff' depends on axioms: [propext, Classical.choice, Quot.sound]
'RedlichKisterTwoSpinodals.threshold_compositions' depends on axioms: [propext, Classical.choice, Quot.sound]
'RedlichKisterTwoSpinodals.two_spinodal_regions' depends on axioms: [propext, Classical.choice, Quot.sound]
```

## From the Lean statements to a real solution

**Definitions.** `freeEnergy C kT x` is $G(x)$, with `kT` a single real variable. `curvature` is `deriv (deriv (freeEnergy C kT)) x`. `exchangePotential` is the closed form of $G'$, the quantity also called the diffusion potential, measured relative to the pure components. `spinodalRegion` is the set of compositions in the open interval `Ioo 0 1` with negative curvature. The numbers $s$, $a$ and $b$ are `spread`, `innerEdge` and `outerEdge`, and the two intervals are `lowerSpinodal` and `upperSpinodal`. Lean's real logarithm also takes values outside the physical range, so every statement about the curvature is restricted to compositions in $(0,1)$.

**Statements.** `stable_iff` is the stability criterion for `0 < C`. It makes no assumption on the sign of `kT`, although only positive values are physical. `threshold_compositions` says where the curvature vanishes at the threshold. `two_spinodal_regions` assumes `0 < kT` and `48 * kT / 25 < C`, and identifies the spinodal region with the union of the two explicit intervals. It also states that they are nonempty, disjoint and mirror images, and that the curvature at $x=1/2$ is positive. `stable_core` adds that, for `0 ≤ C` and `0 < kT`, every composition with $6(1-2x)^2\le1$ has positive curvature, however large $C$ is. This is local stability only: when $C/kT$ is large, some of these compositions lie inside a miscibility gap and are metastable.

**Proofs.** `hasDerivAt_freeEnergy` assembles the product and chain rules, and `ring` matches the result to the closed form. A second derivative needs the first one in a neighbourhood and not only at a point. `curvature_eq` therefore first shows that `deriv (freeEnergy C kT)` agrees with `exchangePotential` near $x$, and then differentiates the latter. `curvature_square` is the completed square.

In `stable_iff`, one direction evaluates the square identity at $x=(1-\sqrt{7/12})/2$, where the square vanishes. The other assumes a negative curvature somewhere and contradicts the nonnegative square. `spread_spec` supplies $0<s<5$ and $Cs^2=25C-48kT$. With these, `curvature_neg_iff` passes from $|1-2x|$ to $(1-2x)^2$ and compares $(q-7/12)^2$ with $(s/12)^2$ in both directions. The final theorem orders the edges and splits the absolute value into its two signs. `linarith` then settles the remaining linear inequalities, and `stable_core` gives the positive curvature at the centre.

**Limits.** The step left to the user is the physical identification of $G$ with the free energy of a real homogeneous solution. A fitted excess free energy generally has constant and linear Redlich–Kister terms as well. Either term shifts the threshold, and the linear one also breaks the symmetry under $x\mapsto1-x$. Gradient energy and coherency strain, which a phase-field model may include, are absent from $G$.

The restriction to positive $C$ in the criterion matters: for $kT>0$ and $C<-2kT$, the central curvature $2C+4kT$ is negative even though $C\le48kT/25$. The theorems locate the spinodal and not the coexistence compositions, which require a common-tangent construction. They concern real numbers, so a program that evaluates the interval ends in floating point still needs its own tolerance near the threshold.
